# An electronic zT built on zero-field thermal conductivity stays below 1 when positively weighted channels differ in energy

Take finitely many independent transport channels with weights $w_i>0$ and energies $x_i$ measured from the chemical potential, and write $M_n=\sum_i w_i x_i^n$. The carriers have charge $q$, the temperature is $T$, $S$ is the Seebeck coefficient, $\sigma$ the electrical conductivity and $\kappa$ the electronic thermal conductivity. There is no lattice contribution, so $zT=S^2\sigma T/\kappa$.

I compute $\kappa$ as the heat current per unit temperature gradient with the electric field set to zero. For two equally weighted channels at energies 3 and 1 (in any unit) I get $zT=0.8$. Moving them closer together brings the value towards 1, but never above it. I had expected a very narrow transport spectrum to give an unbounded electronic $zT$. Is there a real ceiling at 1, or is my $\kappa$ the wrong one?

## Open circuit removes $S^2\sigma T$ from the thermal conductivity

The ceiling comes from your $\kappa$. The figure of merit needs the thermal conductivity at zero charge current, not at zero field. Your two channels then give $zT=4$, and the value grows without bound as they merge.

Let $E$ be the electric field with any gradient of the chemical potential included, so that $qE$ is minus the gradient of the electrochemical potential. Let $g$ be the temperature drop per unit length, so $g$ is minus the temperature gradient. In linear response each channel is driven by $qE+x_i g/T$. It carries charge $q$ and heat $x_i$, so the charge current $j$ and heat current $j_Q$ are

$$j=\sum_i q w_i\left(qE+\frac{x_i g}{T}\right)=q^2M_0E+\frac{qM_1 g}{T},$$

$$j_Q=\sum_i x_i w_i\left(qE+\frac{x_i g}{T}\right)=qM_1E+\frac{M_2 g}{T}.$$

Setting $E=1$, $g=0$ in the first gives $\sigma=q^2M_0$. At open circuit, a unit drop $g=1$ is balanced by the field $E=-S$:

$$-q^2M_0S+\frac{qM_1}{T}=0,\qquad\text{so}\qquad qTM_0S=M_1 .$$

The zero-field thermal conductivity is $\kappa_0=M_2/T$. The open-circuit one is $j_Q$ at $E=-S$, $g=1$:

$$\kappa=\frac{M_2}{T}-qM_1S=\kappa_0-q\,(qTM_0S)\,S=\kappa_0-S^2\sigma T .$$

Inserting $S=M_1/(qTM_0)$ also gives $S^2\sigma T=M_1^2/(M_0T)$. Your figure of merit is therefore

$$\frac{S^2\sigma T}{\kappa_0}=\frac{M_1^2}{M_0M_2}=:y,$$

while the open-circuit one is

$$\frac{S^2\sigma T}{\kappa_0-S^2\sigma T}=\frac{y}{1-y}.$$

To see that $y<1$, expand the square in a sum over pairs of channels:

$$\sum_{i,j}w_iw_j(x_i-x_j)^2=M_2M_0-2M_1^2+M_0M_2=2(M_0M_2-M_1^2).$$

Every term is non-negative, and a pair with different energies contributes a positive one. Hence $M_1^2<M_0M_2$. Since $M_0>0$, this also forces $M_2>0$, so we may divide and obtain $y<1$.

For equal weights $c$ at $a+d$ and $a-d$, the moments are $M_0=2c$, $M_1=2ca$ and $M_2=2c(a^2+d^2)$. With $d\neq0$,

$$y=\frac{a^2}{a^2+d^2},\qquad 1-y=\frac{d^2}{a^2+d^2},\qquad \frac{y}{1-y}=\frac{a^2}{d^2}.$$

Your example has $a=2$, $d=1$, which gives $0.8$ and $4$. For fixed $a\neq0$ and $d\to0$, the first value tends to 1 and the second diverges.

In simulation practice, if a transport code reports $\kappa_0$ for independent carriers in linear response, subtract $S^2\sigma T$ before forming $zT$. In a material, a positive lattice thermal conductivity is then added to the denominator, and it keeps $zT$ finite as the channels merge.

Here is the argument in Lean 4 with Mathlib.

```lean
import Mathlib

open Filter Topology

namespace ThermoelectricFigureOfMerit

noncomputable section

variable {ι : Type*} [Fintype ι]

/-- The transport moment `M_n = ∑ w_i x_i ^ n` of channels with weights `w_i` and energies `x_i`
measured from the chemical potential. -/
def moment (w x : ι → ℝ) (n : ℕ) : ℝ := ∑ i, w i * x i ^ n

/-- Charge current of carriers of charge `q` at temperature `T ≠ 0`, driven by an electric
field `E` and a temperature drop `g` per unit length. -/
def chargeCurrent (w x : ι → ℝ) (q T E g : ℝ) : ℝ :=
  ∑ i, q * w i * (q * E + x i * g / T)

/-- Heat current of the same carriers at temperature `T ≠ 0`: each channel carries its
energy `x_i` in place of the charge. -/
def heatCurrent (w x : ι → ℝ) (q T E g : ℝ) : ℝ :=
  ∑ i, x i * w i * (q * E + x i * g / T)

/-- Electrical conductivity: the charge current per unit field at uniform temperature `T ≠ 0`. -/
def conductivity (w x : ι → ℝ) (q T : ℝ) : ℝ := chargeCurrent w x q T 1 0

/-- `S` is a Seebeck coefficient if the field `-S` stops the charge current caused by a unit
temperature drop per length, at temperature `T ≠ 0`. -/
def IsSeebeck (w x : ι → ℝ) (q T S : ℝ) : Prop := chargeCurrent w x q T (-S) 1 = 0

/-- Figure of merit `S² σ T / κ₀` with the thermal conductivity `κ₀` taken at zero electric field,
for `T ≠ 0` and `κ₀ ≠ 0`. -/
def zeroFieldZT (w x : ι → ℝ) (q T S : ℝ) : ℝ :=
  S ^ 2 * conductivity w x q T * T / heatCurrent w x q T 0 1

/-- Figure of merit `S² σ T / κ` with the thermal conductivity `κ` taken at the field `-S`,
for `T ≠ 0` and `κ ≠ 0`. -/
def openCircuitZT (w x : ι → ℝ) (q T S : ℝ) : ℝ :=
  S ^ 2 * conductivity w x q T * T / heatCurrent w x q T (-S) 1

/-- The ratio `y = M₁² / (M₀ M₂)`, for `M₀` and `M₂` nonzero. -/
def momentRatio (w x : ι → ℝ) : ℝ := moment w x 1 ^ 2 / (moment w x 0 * moment w x 2)

/-- The charge and heat currents are linear in the field and the temperature drop, with
coefficients given by the moments `M₀`, `M₁` and `M₂`. -/
theorem currents_eq_moments (w x : ι → ℝ) (q T E g : ℝ) :
    chargeCurrent w x q T E g = q * (q * moment w x 0 * E + moment w x 1 * g / T) ∧
    heatCurrent w x q T E g = q * moment w x 1 * E + moment w x 2 * g / T := by
  constructor
  · simp only [chargeCurrent, moment, Finset.mul_sum, Finset.sum_mul, Finset.sum_div,
      ← Finset.sum_add_distrib]
    exact Finset.sum_congr rfl fun i _ => by ring
  · simp only [heatCurrent, moment, Finset.mul_sum, Finset.sum_mul, Finset.sum_div,
      ← Finset.sum_add_distrib]
    exact Finset.sum_congr rfl fun i _ => by ring

/-- For nonzero charge and temperature, `S` is a Seebeck coefficient exactly when
`q T M₀ S = M₁`. -/
theorem isSeebeck_iff (w x : ι → ℝ) {q T : ℝ} (S : ℝ) (hq : q ≠ 0) (hT : T ≠ 0) :
    IsSeebeck w x q T S ↔ q * T * moment w x 0 * S = moment w x 1 := by
  have h : q * (q * moment w x 0 * (-S) + moment w x 1 * 1 / T)
      = q / T * (moment w x 1 - q * T * moment w x 0 * S) := by
    have hTT : T * T⁻¹ = 1 := mul_inv_cancel₀ hT
    linear_combination q ^ 2 * moment w x 0 * S * hTT
  rw [IsSeebeck, (currents_eq_moments w x q T (-S) 1).1, h, mul_eq_zero,
    or_iff_right (div_ne_zero hq hT), sub_eq_zero]
  exact eq_comm

/-- At nonzero temperature, and with `S` a Seebeck coefficient, the zero-field thermal conductivity
exceeds the open-circuit one by `S² σ T`. -/
theorem thermal_conductivity_difference (w x : ι → ℝ) {q T S : ℝ} (hT : T ≠ 0)
    (hS : IsSeebeck w x q T S) :
    heatCurrent w x q T 0 1 - heatCurrent w x q T (-S) 1
      = S ^ 2 * conductivity w x q T * T := by
  rw [IsSeebeck, (currents_eq_moments w x q T (-S) 1).1] at hS
  rw [conductivity, (currents_eq_moments w x q T 1 0).1, (currents_eq_moments w x q T 0 1).2,
    (currents_eq_moments w x q T (-S) 1).2]
  have hTT : T * T⁻¹ = 1 := mul_inv_cancel₀ hT
  linear_combination S * T * hS - S * q * moment w x 1 * hTT

/-- Twice `M₀ M₂ - M₁²` is the sum over ordered pairs of channels of the squared energy difference,
weighted by both channels. -/
theorem moment_gap (w x : ι → ℝ) :
    2 * (moment w x 0 * moment w x 2 - moment w x 1 ^ 2)
      = ∑ i, ∑ j, w i * w j * (x i - x j) ^ 2 := by
  have h : 2 * (moment w x 0 * moment w x 2 - moment w x 1 ^ 2)
      = moment w x 2 * moment w x 0 - 2 * (moment w x 1 * moment w x 1)
        + moment w x 0 * moment w x 2 := by ring
  rw [h]
  simp only [moment, Finset.sum_mul_sum]
  simp only [Finset.mul_sum, ← Finset.sum_sub_distrib, ← Finset.sum_add_distrib]
  exact Finset.sum_congr rfl fun i _ => Finset.sum_congr rfl fun j _ => by ring

/-- For positive weights, `M₁² < M₀ M₂` holds exactly when two channels differ in energy. -/
theorem moment_sq_lt_iff {w : ι → ℝ} (x : ι → ℝ) (hw : ∀ i, 0 < w i) :
    moment w x 1 ^ 2 < moment w x 0 * moment w x 2 ↔ ∃ i j, x i ≠ x j := by
  have hgap := moment_gap w x
  constructor
  · intro h
    by_contra hne
    have heq : ∀ i j, x i = x j := fun i j => by
      by_contra hij
      exact hne ⟨i, j, hij⟩
    have hzero : ∑ i, ∑ j, w i * w j * (x i - x j) ^ 2 = 0 :=
      Finset.sum_eq_zero fun i _ => Finset.sum_eq_zero fun j _ => by
        rw [heq i j]; ring
    linarith
  · rintro ⟨i, j, hij⟩
    have hnn : ∀ k l, 0 ≤ w k * w l * (x k - x l) ^ 2 := fun k l =>
      mul_nonneg (mul_pos (hw k) (hw l)).le (sq_nonneg _)
    have hij' : 0 < w i * w j * (x i - x j) ^ 2 :=
      mul_pos (mul_pos (hw i) (hw j))
        (lt_of_le_of_ne (sq_nonneg _) (pow_ne_zero 2 (sub_ne_zero.2 hij)).symm)
    have hpos : 0 < ∑ k, ∑ l, w k * w l * (x k - x l) ^ 2 :=
      Finset.sum_pos' (fun k _ => Finset.sum_nonneg fun l _ => hnn k l)
        ⟨i, Finset.mem_univ i, Finset.sum_pos' (fun l _ => hnn i l)
          ⟨j, Finset.mem_univ j, hij'⟩⟩
    linarith

/-- For positive weights, energies not all equal, nonzero charge and positive temperature, and with
`S` a Seebeck coefficient, the zero-field figure of merit is `y = M₁² / (M₀ M₂) < 1`, and the
open-circuit one is `y / (1 - y)`. -/
theorem figure_of_merit {w x : ι → ℝ} {q T S : ℝ} (hw : ∀ i, 0 < w i)
    (hx : ∃ i j, x i ≠ x j) (hq : q ≠ 0) (hT : 0 < T) (hS : IsSeebeck w x q T S) :
    zeroFieldZT w x q T S = momentRatio w x ∧ momentRatio w x < 1 ∧
    openCircuitZT w x q T S = momentRatio w x / (1 - momentRatio w x) := by
  have hlt := (moment_sq_lt_iff x hw).2 hx
  have h0 : 0 < moment w x 0 := by
    obtain ⟨i, _, _⟩ := hx
    exact Finset.sum_pos (fun k _ => by simpa using hw k) ⟨i, Finset.mem_univ i⟩
  have h2 : 0 < moment w x 2 := by
    by_contra h
    nlinarith [sq_nonneg (moment w x 1), not_lt.1 h]
  have hM := (isSeebeck_iff w x S hq hT.ne').1 hS
  -- `S² σ T` and the zero-field thermal conductivity in terms of moments
  have hP : S ^ 2 * conductivity w x q T * T = moment w x 1 ^ 2 / (moment w x 0 * T) := by
    rw [conductivity, (currents_eq_moments w x q T 1 0).1, eq_div_iff (mul_pos h0 hT).ne']
    linear_combination (q * T * moment w x 0 * S + moment w x 1) * hM
  have hK : heatCurrent w x q T 0 1 = moment w x 2 / T := by
    rw [(currents_eq_moments w x q T 0 1).2]; ring
  have hK0 : heatCurrent w x q T 0 1 ≠ 0 := by
    rw [hK]; exact (div_pos h2 hT).ne'
  have hy : zeroFieldZT w x q T S = momentRatio w x := by
    rw [zeroFieldZT, hP, hK, momentRatio]
    field_simp
  refine ⟨hy, (div_lt_one (mul_pos h0 h2)).2 hlt, ?_⟩
  -- the open-circuit thermal conductivity is the zero-field one minus `S² σ T`
  have hd : heatCurrent w x q T (-S) 1
      = heatCurrent w x q T 0 1 - S ^ 2 * conductivity w x q T * T := by
    linarith [thermal_conductivity_difference w x hT.ne' hS]
  rw [← hy, openCircuitZT, zeroFieldZT, hd, one_sub_div hK0, div_div_div_cancel_right₀ hK0]

/-- Two channel energies `a + d` and `a - d`. -/
def twoLevel (a d : ℝ) : Fin 2 → ℝ := ![a + d, a - d]

/-- For unit weights at `a + d` and `a - d`, charge `-1` and temperature `1`, the number `-a` is
a Seebeck coefficient. -/
theorem isSeebeck_witness (a d : ℝ) :
    IsSeebeck (fun _ => 1) (twoLevel a d) (-1) 1 (-a) := by
  have e0 : twoLevel a d 0 = a + d := rfl
  have e1 : twoLevel a d 1 = a - d := rfl
  rw [IsSeebeck, chargeCurrent, Fin.sum_univ_two, e0, e1]
  ring

/-- For equal positive weights at `a + d` and `a - d` with `d ≠ 0`, nonzero charge and positive
temperature, and with `S` a Seebeck coefficient, the zero-field figure of merit is `a² / (a² + d²)`
and the open-circuit one is `a² / d²`. -/
theorem twoLevel_figure_of_merit {a d c q T S : ℝ} (hc : 0 < c) (hq : q ≠ 0) (hT : 0 < T)
    (hd : d ≠ 0) (hS : IsSeebeck (fun _ => c) (twoLevel a d) q T S) :
    zeroFieldZT (fun _ => c) (twoLevel a d) q T S = a ^ 2 / (a ^ 2 + d ^ 2) ∧
    openCircuitZT (fun _ => c) (twoLevel a d) q T S = a ^ 2 / d ^ 2 := by
  have e0 : twoLevel a d 0 = a + d := rfl
  have e1 : twoLevel a d 1 = a - d := rfl
  have hx : ∃ i j, twoLevel a d i ≠ twoLevel a d j :=
    ⟨0, 1, fun h => hd (by rw [e0, e1] at h; linarith)⟩
  have hs : 0 < a ^ 2 + d ^ 2 := by positivity
  have hy : momentRatio (fun _ => c) (twoLevel a d) = a ^ 2 / (a ^ 2 + d ^ 2) := by
    have m0 : moment (fun _ => c) (twoLevel a d) 0 = 2 * c := by
      rw [moment, Fin.sum_univ_two, e0, e1]; ring
    have m1 : moment (fun _ => c) (twoLevel a d) 1 = 2 * c * a := by
      rw [moment, Fin.sum_univ_two, e0, e1]; ring
    have m2 : moment (fun _ => c) (twoLevel a d) 2 = 2 * c * (a ^ 2 + d ^ 2) := by
      rw [moment, Fin.sum_univ_two, e0, e1]; ring
    rw [momentRatio, m0, m1, m2, div_eq_div_iff (by positivity) hs.ne']
    ring
  obtain ⟨h1, -, h3⟩ := figure_of_merit (fun _ => hc) hx hq hT hS
  refine ⟨h1.trans hy, ?_⟩
  rw [h3, hy, one_sub_div hs.ne', div_div_div_cancel_right₀ hs.ne', add_sub_cancel_left]

/-- For equal positive weights at `a + d` and `a - d` with `a ≠ 0`, nonzero charge and positive
temperature, and with `S d` a Seebeck coefficient for each `d ≠ 0`, as `d → 0` the zero-field figure
of merit tends to `1` while the open-circuit one diverges. -/
theorem twoLevel_limits {a c q T : ℝ} {S : ℝ → ℝ} (ha : a ≠ 0) (hc : 0 < c) (hq : q ≠ 0)
    (hT : 0 < T) (hS : ∀ d, d ≠ 0 → IsSeebeck (fun _ => c) (twoLevel a d) q T (S d)) :
    Tendsto (fun d => zeroFieldZT (fun _ => c) (twoLevel a d) q T (S d)) (𝓝[≠] 0) (𝓝 1) ∧
    Tendsto (fun d => openCircuitZT (fun _ => c) (twoLevel a d) q T (S d)) (𝓝[≠] 0) atTop := by
  have hsq : Tendsto (fun d : ℝ => d ^ 2) (𝓝 0) (𝓝 0) := by
    have h : Tendsto (fun d : ℝ => d ^ 2) (𝓝 0) (𝓝 (0 ^ 2)) := (continuous_pow 2).tendsto 0
    rwa [zero_pow two_ne_zero] at h
  have ha2 : 0 < a ^ 2 := by positivity
  constructor
  · have h : Tendsto (fun d : ℝ => a ^ 2 / (a ^ 2 + d ^ 2)) (𝓝 0) (𝓝 (a ^ 2 / (a ^ 2 + 0))) :=
      tendsto_const_nhds.div (tendsto_const_nhds.add hsq) (by rw [add_zero]; exact ha2.ne')
    rw [add_zero, div_self ha2.ne'] at h
    refine (h.mono_left nhdsWithin_le_nhds).congr' ?_
    filter_upwards [self_mem_nhdsWithin] with d hd
    exact (twoLevel_figure_of_merit hc hq hT hd (hS d hd)).1.symm
  · -- the squared splitting tends to zero from above, so its inverse diverges
    have hpos : Tendsto (fun d : ℝ => d ^ 2) (𝓝[≠] 0) (𝓝[>] 0) := by
      refine tendsto_nhdsWithin_iff.2 ⟨hsq.mono_left nhdsWithin_le_nhds, ?_⟩
      filter_upwards [self_mem_nhdsWithin] with d hd
      exact lt_of_le_of_ne (sq_nonneg d) (pow_ne_zero 2 hd).symm
    refine ((tendsto_inv_nhdsGT_zero.comp hpos).const_mul_atTop ha2).congr' ?_
    filter_upwards [self_mem_nhdsWithin] with d hd
    exact (twoLevel_figure_of_merit hc hq hT hd (hS d hd)).2.symm

end

end ThermoelectricFigureOfMerit
```

```lean
#print axioms ThermoelectricFigureOfMerit.thermal_conductivity_difference
-- 'ThermoelectricFigureOfMerit.thermal_conductivity_difference' depends on axioms: [propext, Classical.choice, Quot.sound]
#print axioms ThermoelectricFigureOfMerit.twoLevel_limits
-- 'ThermoelectricFigureOfMerit.twoLevel_limits' depends on axioms: [propext, Classical.choice, Quot.sound]
```

## What the Lean statements say about the channels

The finite type `ι` labels the channels, and `w` and `x` assign each a real weight and energy. `moment w x n` is $M_n$. In a Boltzmann description a weight would collect the squared velocity, relaxation time, number of states and thermal broadening factor at that energy. The file takes the weights as given, and positivity means that every listed channel conducts.

`chargeCurrent` and `heatCurrent` take the field `E` and the drop `g` as their last two arguments. The driving term $qE+x_ig/T$ is built into these definitions: it is the linear response of independent carriers, and it is not derived from a kinetic equation. Interactions, inelastic exchange between channels and continuous spectra lie beyond this model.

`IsSeebeck w x q T S` says that the field $-S$ stops the current caused by a unit drop. The Seebeck coefficient thus enters through its measurement condition, not through a formula. `zeroFieldZT` and `openCircuitZT` share the numerator $S^2\sigma T$ and differ only in the field at which the heat current is taken. `momentRatio` is $y$.

The main theorem, `figure_of_merit`, assumes positive weights, two channels with different energies, $q\neq0$, $T>0$ and an $S$ satisfying the open-circuit condition. It concludes that the zero-field value equals $y$, that $y<1$, and that the open-circuit value equals $y/(1-y)$.

`twoLevel_figure_of_merit` gives the two closed forms above, with channel `0` at $a+d$ and channel `1` at $a-d$. In `twoLevel_limits` the Seebeck coefficient may be any function of $d$ that meets the open-circuit condition for each $d\neq0$. The filter `𝓝[≠] 0` lets $d$ approach zero from both sides without reaching it; at $d=0$ the open-circuit thermal conductivity vanishes and the quotient has no physical meaning. `atTop` expresses divergence to $+\infty$.

## From the two currents to the limits

`currents_eq_moments` collects the channel sums into moments: `simp only` distributes the factors and merges the sums, and `ring` compares the terms channel by channel. `isSeebeck_iff` factors the open-circuit current as $(q/T)(M_1-qTM_0S)$ and removes the nonzero prefactor, which leaves $qTM_0S=M_1$.

`thermal_conductivity_difference` proves $\kappa_0-\kappa=S^2\sigma T$. Its `linear_combination` multiplies the open-circuit equation by $ST$, the same substitution as in the derivation.

`moment_gap` is the pair identity. `moment_sq_lt_iff` uses it in both directions: equal energies make every term zero, whereas `Finset.sum_pos'` needs just one positive term among non-negative ones. The strict inequality therefore holds exactly when two energies differ.

Inside `figure_of_merit`, `h0` and `h2` establish $M_0>0$ and $M_2>0$. `hP` computes $S^2\sigma T=M_1^2/(M_0T)$, `hK` computes $\kappa_0=M_2/T$, and their quotient gives `hy`, the zero-field result. `hd` replaces $\kappa$ by $\kappa_0-S^2\sigma T$, and the last rewrite cancels the common denominator $\kappa_0$ in $y/(1-y)$, which leaves the open-circuit value.

For two channels, `m0`, `m1` and `m2` are the moments computed above, and the general theorem does the rest. `isSeebeck_witness` verifies one explicit solution of the open-circuit condition: $S=-a$ for unit weights, $q=-1$ and $T=1$.

The first limit follows from continuity of $a^2/(a^2+d^2)$ at $d=0$. For the second, `hpos` records that $d^2$ tends to zero through positive values, so its inverse diverges, and multiplying by $a^2>0$ preserves this. In both cases `congr'` transfers the limit from the closed form to the figure of merit for $d\neq0$.
